# A closed-form antiderivative in k of the two-band interband susceptibility density

For the non-interacting two-band Hamiltonian H(k) = vkσx + Dσz, with real v and k and D > 0, the band energies are ±E, where E = √(D² + v²k²). The declaration `hasDerivAt_primitive` states that v²(s − v²s³/3)/(8D²), with s = k/E, has k-derivative tr(P₋H′P₊H′)/(2E)³, where P₋ and P₊ are the valence and conduction projectors and H′ = vσx. This is a statement at each k, and no integral over k is evaluated. The proof differentiates E, then s, then s³, and combines the results. It then replaces the trace by v²D²/E², clears denominators, and tries to close the remaining identity with E² = D² + v²k².

Lean 4 with Mathlib refuses this proof:

```lean
import Mathlib

open Matrix Filter Topology MeasureTheory

namespace TwoBandFieldResponse

noncomputable section

/-- Real 2 × 2 matrices acting on the two band-edge orbitals. -/
abbrev Op := Matrix (Fin 2) (Fin 2) ℝ

/-- The Pauli matrix σx. -/
def sigmaX : Op := !![0, 1; 1, 0]

/-- The Pauli matrix σz. -/
def sigmaZ : Op := !![1, 0; 0, -1]

/-- The two-band Hamiltonian H(k) = v k σx + D σz. -/
def ham (v D k : ℝ) : Op := (v * k) • sigmaX + D • sigmaZ

/-- The operator H' = v σx. -/
def vel (v : ℝ) : Op := v • sigmaX

/-- The band energy E(k) = √(D² + v²k²). -/
def en (v D k : ℝ) : ℝ := √(D ^ 2 + v ^ 2 * k ^ 2)

/-- The conduction projector (1 + H/E)/2, for E ≠ 0. -/
def upper (v D k : ℝ) : Op := (1 / 2 : ℝ) • (1 + (en v D k)⁻¹ • ham v D k)

/-- The valence projector (1 - H/E)/2, for E ≠ 0. -/
def lower (v D k : ℝ) : Op := (1 / 2 : ℝ) • (1 - (en v D k)⁻¹ • ham v D k)

/-- The integrand tr(P₋ H' P₊ H') / (2E)³ of the susceptibility, for E ≠ 0. -/
def density (v D k : ℝ) : ℝ :=
  (lower v D k * vel v * upper v D k * vel v).trace / (2 * en v D k) ^ 3

/-- The function v² (s - v² s³/3) / (8 D²) with s = k/E(k), for D ≠ 0. -/
def primitive (v D k : ℝ) : ℝ :=
  v ^ 2 / (8 * D ^ 2) * (k / en v D k - v ^ 2 * (k / en v D k) ^ 3 / 3)

/-- For D > 0 the band energy is positive and its square is D² + v²k². -/
theorem en_spec (v k : ℝ) {D : ℝ} (hD : 0 < D) :
    0 < en v D k ∧ en v D k ^ 2 = D ^ 2 + v ^ 2 * k ^ 2 :=
  ⟨Real.sqrt_pos.2 (by positivity), Real.sq_sqrt (by positivity)⟩

/-- The interband strength is tr(P₋ H' P₊ H') = v²D²/E². -/
theorem trace_interband (v k : ℝ) {D : ℝ} (hD : 0 < D) :
    (lower v D k * vel v * upper v D k * vel v).trace = v ^ 2 * D ^ 2 / en v D k ^ 2 := by
  obtain ⟨hE, hs⟩ := en_spec v k hD
  have h : (en v D k)⁻¹ ^ 2 * (D ^ 2 + v ^ 2 * k ^ 2) = 1 := by
    rw [← hs, ← mul_pow, inv_mul_cancel₀ hE.ne', one_pow]
  have hU : upper v D k = !![(1 + (en v D k)⁻¹ * D) / 2, (en v D k)⁻¹ * (v * k) / 2;
      (en v D k)⁻¹ * (v * k) / 2, (1 - (en v D k)⁻¹ * D) / 2] := by
    ext i j
    fin_cases i <;> fin_cases j <;> simp [upper, ham, sigmaX, sigmaZ] <;> ring
  have hL : lower v D k = !![(1 - (en v D k)⁻¹ * D) / 2, -((en v D k)⁻¹ * (v * k)) / 2;
      -((en v D k)⁻¹ * (v * k)) / 2, (1 + (en v D k)⁻¹ * D) / 2] := by
    ext i j
    fin_cases i <;> fin_cases j <;> simp [lower, ham, sigmaX, sigmaZ] <;> ring
  have hV : vel v = !![0, v; v, 0] := by
    ext i j
    fin_cases i <;> fin_cases j <;> simp [vel, sigmaX]
  rw [hU, hL, hV]
  simp only [Matrix.mul_fin_two, Matrix.trace_fin_two_of]
  linear_combination (-(v ^ 2 / 2)) * h

/-- The k-derivative of the primitive is the susceptibility density. -/
theorem hasDerivAt_primitive (v k : ℝ) {D : ℝ} (hD : 0 < D) :
    HasDerivAt (primitive v D) (density v D k) k := by
  obtain ⟨hE, hs⟩ := en_spec v k hD
  have hE0 := hE.ne'
  have h1 : HasDerivAt (fun q : ℝ => D ^ 2 + v ^ 2 * q ^ 2) (v ^ 2 * (2 * k)) k :=
    (((hasDerivAt_pow 2 k).const_mul (v ^ 2)).const_add (D ^ 2)).congr_deriv (by norm_num)
  have h2 : HasDerivAt (en v D) (v ^ 2 * k / en v D k) k := by
    have h := h1.sqrt (by positivity)
    refine h.congr_deriv ?_
    change v ^ 2 * (2 * k) / (2 * en v D k) = _
    ring
  have h3 : HasDerivAt (fun q => q / en v D q) (D ^ 2 / en v D k ^ 3) k := by
    refine ((hasDerivAt_id' k).fun_div h2 hE0).congr_deriv ?_
    field_simp
    linear_combination hs
  have h4 : HasDerivAt (fun q => (q / en v D q) ^ 3)
      (3 * (k / en v D k) ^ 2 * (D ^ 2 / en v D k ^ 3)) k :=
    (h3.fun_pow 3).congr_deriv (by norm_num)
  have h5 := (h3.fun_sub ((h4.const_mul (v ^ 2)).div_const 3)).const_mul
    (v ^ 2 / (8 * D ^ 2))
  refine h5.congr_deriv ?_
  rw [density, trace_interband v k hD]
  field_simp
  linear_combination 8 * hs

end

end TwoBandFieldResponse
```

The error:

```
Main.lean:91:2: error: ring failed, ring expressions not equal
v k D : ℝ
hD : 0 < D
hE : 0 < en v D k
hs : en v D k ^ 2 = D ^ 2 + v ^ 2 * k ^ 2
hE0 : en v D k ≠ 0
h1 : HasDerivAt (fun q => D ^ 2 + v ^ 2 * q ^ 2) (v ^ 2 * (2 * k)) k
h2 : HasDerivAt (en v D) (v ^ 2 * k / en v D k) k
h3 : HasDerivAt (fun q => q / en v D q) (D ^ 2 / en v D k ^ 3) k
h4 : HasDerivAt (fun q => (q / en v D q) ^ 3) (3 * (k / en v D k) ^ 2 * (D ^ 2 / en v D k ^ 3)) k
h5 :
  HasDerivAt (fun y => v ^ 2 / (8 * D ^ 2) * (y / en v D y - v ^ 2 * (y / en v D y) ^ 3 / 3))
    (v ^ 2 / (8 * D ^ 2) * (D ^ 2 / en v D k ^ 3 - v ^ 2 * (3 * (k / en v D k) ^ 2 * (D ^ 2 / en v D k ^ 3)) / 3)) k
⊢ v ^ 2 * en v D k ^ 2 * 8 + v ^ 2 * k ^ 2 * 8 - v ^ 2 * D ^ 2 * 8 - v ^ 4 * k ^ 2 * 8 - en v D k ^ 2 * 8 + D ^ 2 * 8 =
    0
```

The repair, with which the file compiles:

```diff
@@ -89,5 +89,5 @@
   rw [density, trace_interband v k hD]
   field_simp
-  linear_combination 8 * hs
+  linear_combination (8 * v ^ 2) * hs
 
 end
```

Cause. The error is in the last step. `linear_combination 8 * hs` subtracts 8 times the two sides of `hs`, which is E² = D² + v²k², from those of the goal, and asks `ring` to show that what remains is zero. The expression in the message factors as 8(v² − 1)(E² − D² − v²k²). It does vanish by `hs`, but `ring` does not use hypotheses, and as a polynomial in v, k, D and E it is not zero.

Adding back the subtracted 8(E² − D² − v²k²) shows that the two sides of the goal left by `field_simp` differ by 8v²(E² − D² − v²k²). The factor v² is still there, and the lemma does not assume v ≠ 0, which would be needed to cancel it. The coefficient of `hs` must therefore be 8v², not 8. With `(8 * v ^ 2) * hs` the subtraction leaves exactly zero, and `ring` closes the goal.
